# A flux of π raises the lowest one-particle energy of a three-site ring with hopping −1

A single spinless particle moves on a ring of three sites, with zero on-site energy and matrix element −1 between any two sites. The theorem `triangle_strict` says that −2 is an eigenvalue of this matrix, and that once the Peierls phases `piFlux`, which add up to π round the ring, are put in, every real eigenvalue is at least −1. Eigenvectors need only be nonzero, not normalised. For the first part the proof offers the constant vector and checks the eigenvalue equation site by site. For the second it computes the matrix with phases, whose off-diagonal entries are all +1, and shows that an eigenvalue below −1 would force all three amplitudes to vanish.

An attempt in Lean 4 with a fault in it:

```lean
import Mathlib

open Matrix

namespace TriangleStrict

noncomputable section

variable {n : Type*} [Fintype n]

/-- The hopping matrix `H` with Peierls phases: `H'_jl = exp(i a_jl) H_jl`. -/
def peierls (H : Matrix n n ℝ) (a : n → n → ℝ) : Matrix n n ℂ :=
  Matrix.of fun j l => Complex.exp ((a j l : ℂ) * Complex.I) * (H j l : ℂ)

/-- The real number `E` is an eigenvalue of the matrix `A`, with a nonzero eigenvector. -/
def IsEnergy {R : Type*} [Ring R] [Module ℝ R] (A : Matrix n n R) (E : ℝ) : Prop :=
  ∃ ψ : n → R, ψ ≠ 0 ∧ A *ᵥ ψ = E • ψ

/-- The three-site ring with hopping `-1` between any two sites. -/
def triangle : Matrix (Fin 3) (Fin 3) ℝ :=
  Matrix.of fun j l => if j = l then 0 else -1

/-- Antisymmetric phases on the three-site ring: `π` for `j < l` and `-π` for `l < j`. -/
def piFlux : Fin 3 → Fin 3 → ℝ :=
  fun j l => if j < l then Real.pi else if l < j then -Real.pi else 0

/-- On the three-site ring `-2` is an eigenvalue without phases, while with the phases
`piFlux` every real eigenvalue is at least `-1`. -/
theorem triangle_strict :
    IsEnergy triangle (-2) ∧ ∀ E, IsEnergy (peierls triangle piFlux) E → -1 ≤ E := by
  constructor
  · refine ⟨fun _ => 1, fun h => by simpa using congrFun h 0, ?_⟩
    ext j
    fin_cases j <;> norm_num [mulVec, dotProduct, Fin.sum_univ_three, triangle]
  · rintro E ⟨ψ, hψ, hE⟩
    have hM : peierls triangle piFlux = !![0, 1, 1; 1, 0, 1; 1, 1, 0] := by
      ext i j
      fin_cases i <;> fin_cases j <;>
        simp [peierls, triangle, piFlux, Complex.exp_neg, Complex.exp_pi_mul_I]
    rw [hM] at hE
    have h0 : ψ 1 + ψ 2 = E * ψ 0 := by
      simpa [mulVec, dotProduct, Fin.sum_univ_three] using congrFun hE 0
    have h1 : ψ 0 + ψ 2 = E * ψ 1 := by
      simpa [mulVec, dotProduct, Fin.sum_univ_three] using congrFun hE 1
    have h2 : ψ 0 + ψ 1 = E * ψ 2 := by
      simpa [mulVec, dotProduct, Fin.sum_univ_three] using congrFun hE 2
    by_contra hlt
    have hc : (E : ℂ) + 1 ≠ 0 := by
      intro h
      have h' : E + 1 = 0 := by exact_mod_cast h
      exact hlt (by linarith)
    have hd : (E : ℂ) - 2 ≠ 0 := by
      intro h
      have h' : E - 2 = 0 := by exact_mod_cast h
      exact hlt (by linarith)
    -- below `-1` all amplitudes agree, and then they vanish
    have e1 : ((E : ℂ) + 1) * (ψ 0 - ψ 1) = 0 := by linear_combination h1 - h0
    have e2 : ((E : ℂ) + 1) * (ψ 0 - ψ 2) = 0 := by linear_combination h2 - h0
    have d1 := (mul_eq_zero.mp e1).resolve_left hc
    have d2 := (mul_eq_zero.mp e2).resolve_left hc
    have e3 : ((E : ℂ) - 2) * ψ 0 = 0 := by linear_combination -h0 - d1 - d2
    have z0 := (mul_eq_zero.mp e3).resolve_left hd
    have z1 : ψ 1 = 0 := by linear_combination z0 - d1
    have z2 : ψ 2 = 0 := by linear_combination z0 - d2
    apply hψ
    ext j
    fin_cases j
    · exact z0
    · exact z1
    · exact z2

end

end TriangleStrict
```

Messages:

```
Main.lean:32:2: error: unsolved goals
case left.«0»
⊢ (-1 + if 0 = 2 then 0 else -1) = -2

case left.«1»
⊢ (-1 + if 1 = 2 then 0 else -1) = -2

case left.«2»
⊢ ⟨2, ⋯⟩ = 2
```

Diagnosis. All three open goals come from the check that the constant vector has eigenvalue −2, one for each site. What is missing is not physics but the comparison of site labels in `Fin 3`. In the first two goals the `if` from `triangle` is stuck because `0 = 2` and `1 = 2` have not been recognised as false. In the third, Lean still has to see that `⟨2, ⋯⟩`, the form in which `fin_cases` supplies the last site, is the numeral `2`.

`norm_num` uses the lemmas of `simp`, but not its built-in simplification procedures, and it is these that compare numerals in `Fin 3` and turn `⟨2, ⋯⟩` into `2`. The repair therefore calls `simp` first, with the same definitions and lemmas, so that every `if` is decided. The `norm_num` after it does any arithmetic on real numbers that is left, such as `-1 + -1 = -2`.

This version goes through:

```diff
@@ -32,5 +32,5 @@
   · refine ⟨fun _ => 1, fun h => by simpa using congrFun h 0, ?_⟩
     ext j
-    fin_cases j <;> norm_num [mulVec, dotProduct, Fin.sum_univ_three, triangle]
+    fin_cases j <;> simp [mulVec, dotProduct, Fin.sum_univ_three, triangle] <;> norm_num
   · rintro E ⟨ψ, hψ, hE⟩
     have hM : peierls triangle piFlux = !![0, 1, 1; 1, 0, 1; 1, 1, 0] := by
```
